# Two finite structures with positive weights have a best superposition by proper rotation and translation

Take two structures with the same finite, non-empty set of atoms in `d`-dimensional real space, and give each atom a positive weight. The theorem `exists_optimal` states that some proper rotation and translation of the first structure make the weighted sum of squared deviations from the second as small as any such pair can; it does not say that the pair is unique. The proof first removes the translation, since for each rotation the best one matches the weighted centroids. What remains is a function of the rotation alone, and it has a minimum if it is continuous, because the proper rotations form a compact set.

An attempt in Lean 4 with a fault in it:

```lean
import Mathlib

open Matrix

namespace ExistsOptimal

noncomputable section

variable {ι : Type*} [Fintype ι] {d : ℕ}

/-- The squared Euclidean length of a vector in `d`-dimensional space. -/
def sqLength (v : Fin d → ℝ) : ℝ := ∑ k, v k ^ 2

/-- The proper rotations of `d`-dimensional space: orthogonal matrices of determinant one. -/
def rotations (d : ℕ) : Set (Matrix (Fin d) (Fin d) ℝ) :=
  {R | Rᵀ * R = 1 ∧ R.det = 1}

/-- The weighted sum of squared deviations between the structure `x`, transformed by `R` and shifted
by `t`, and the structure `y`. -/
def misfit (m : ι → ℝ) (x y : ι → Fin d → ℝ) (R : Matrix (Fin d) (Fin d) ℝ)
    (t : Fin d → ℝ) : ℝ :=
  ∑ i, m i * sqLength (R *ᵥ x i + t - y i)

/-- The shift that brings the weighted centroid of `x`, transformed by `R`, onto that of `y`, for
weights whose total is not zero. -/
def bestShift (m : ι → ℝ) (x y : ι → Fin d → ℝ) (R : Matrix (Fin d) (Fin d) ℝ) :
    Fin d → ℝ :=
  (∑ i, m i)⁻¹ • ∑ i, m i • (y i - R *ᵥ x i)

/-- If the total weight is not zero, the misfit at any translation is the misfit at the
centroid-matching shift plus the total weight times the squared distance from that shift. -/
theorem misfit_eq_add_shift (m : ι → ℝ) (hM : ∑ i, m i ≠ 0) (x y : ι → Fin d → ℝ)
    (R : Matrix (Fin d) (Fin d) ℝ) (t : Fin d → ℝ) :
    misfit m x y R t = misfit m x y R (bestShift m x y R)
      + (∑ i, m i) * sqLength (t - bestShift m x y R) := by
  have hmis : ∀ s, misfit m x y R s
      = ∑ k, ∑ i, m i * ((R *ᵥ x i) k + s k - y i k) ^ 2 := by
    intro s
    simp only [misfit, sqLength, Finset.mul_sum, Pi.add_apply, Pi.sub_apply]
    exact Finset.sum_comm
  have hc : ∀ k, (∑ i, m i) * bestShift m x y R k
      = ∑ i, m i * (y i k - (R *ᵥ x i) k) := by
    intro k
    simp only [bestShift, Pi.smul_apply, Finset.sum_apply, Pi.sub_apply, smul_eq_mul]
    rw [mul_inv_cancel_left₀ hM]
  rw [hmis t, hmis (bestShift m x y R), sqLength, Finset.mul_sum, ← Finset.sum_add_distrib]
  refine Finset.sum_congr rfl fun k _ => ?_
  rw [Pi.sub_apply]
  generalize bestShift m x y R = c at hc ⊢
  -- complete the square in each Cartesian component
  have e : ∑ i, m i * ((R *ᵥ x i) k + t k - y i k) ^ 2
      - ∑ i, m i * ((R *ᵥ x i) k + c k - y i k) ^ 2
      = (t k - c k) * ((t k + c k) * ∑ i, m i
        - 2 * ∑ i, m i * (y i k - (R *ᵥ x i) k)) := by
    rw [← Finset.sum_sub_distrib, Finset.mul_sum, Finset.mul_sum, ← Finset.sum_sub_distrib,
      Finset.mul_sum]
    exact Finset.sum_congr rfl fun i _ => by ring
  linear_combination e + 2 * (t k - c k) * hc k

/-- The proper rotations form a compact set. -/
theorem isCompact_rotations : IsCompact (rotations d) := by
  have hbox : IsCompact ((fun f : Fin d → Fin d → ℝ => Matrix.of f) ''
      Set.pi Set.univ fun _ => Set.pi Set.univ fun _ => Set.Icc (-1 : ℝ) 1) := by
    refine (isCompact_univ_pi fun _ => isCompact_univ_pi fun _ => isCompact_Icc).image ?_
    refine continuous_matrix fun i j => ?_
    simp only [Matrix.of_apply]
    fun_prop
  refine hbox.of_isClosed_subset ?_ ?_
  · exact (isClosed_eq (continuous_id.matrix_transpose.matrix_mul continuous_id)
      continuous_const).inter (isClosed_eq continuous_id.matrix_det continuous_const)
  · -- columns have unit length, so every entry lies between -1 and 1
    intro R hR
    refine ⟨fun i j => R i j, fun i _ j _ => ?_, rfl⟩
    have h := congrFun (congrFun hR.1 j) j
    rw [Matrix.mul_apply, Matrix.one_apply_eq] at h
    simp only [Matrix.transpose_apply] at h
    have h1 : R i j * R i j ≤ ∑ k, R k j * R k j :=
      Finset.single_le_sum (f := fun k => R k j * R k j)
        (fun k _ => mul_self_nonneg (R k j)) (Finset.mem_univ i)
    constructor <;> nlinarith

/-- For positive weights and at least one atom, some proper rotation and translation give a
misfit no larger than that of any other such pair. -/
theorem exists_optimal [Nonempty ι] (m : ι → ℝ) (hm : ∀ i, 0 < m i) (x y : ι → Fin d → ℝ) :
    ∃ R ∈ rotations d, ∃ t, ∀ R' ∈ rotations d, ∀ t',
      misfit m x y R t ≤ misfit m x y R' t' := by
  have hM : 0 < ∑ i, m i := Finset.sum_pos (fun i _ => hm i) Finset.univ_nonempty
  have hv : ∀ i, Continuous fun R : Matrix (Fin d) (Fin d) ℝ => R *ᵥ x i :=
    fun i => continuous_id.matrix_mulVec continuous_const
  have hb : Continuous fun R => bestShift m x y R :=
    (continuous_finset_sum _ fun i _ =>
      (continuous_const.sub (hv i)).const_smul (m i)).const_smul _
  have hs : Continuous fun v : Fin d → ℝ => sqLength v := by
    unfold sqLength
    fun_prop
  have hf : Continuous fun R => misfit m x y R (bestShift m x y R) :=
    continuous_finset_sum _ fun i _ =>
      continuous_const.mul (hs.comp (((hv i).add hb).sub continuous_const))
  obtain ⟨R, hR, hmin⟩ := isCompact_rotations.exists_isMinOn
    ⟨1, by simp [rotations]⟩ hf.continuousOn
  refine ⟨R, hR, bestShift m x y R, fun R' hR' t' => ?_⟩
  have h1 := isMinOn_iff.mp hmin R' hR'
  have h2 : 0 ≤ sqLength (t' - bestShift m x y R') :=
    Finset.sum_nonneg fun k _ => sq_nonneg _
  rw [misfit_eq_add_shift m hM.ne' x y R' t']
  exact h1.trans (le_add_of_nonneg_right (mul_nonneg hM.le h2))

end

end ExistsOptimal
```

The compiler's answer:

```
Main.lean:91:5: warning: `continuous_finset_sum` has been deprecated: Use `continuous_finsetSum` instead
Main.lean:91:4: error: Type mismatch
  Continuous.const_smul
    (continuous_finset_sum ?m.103 fun i x_1 => Continuous.const_smul (Continuous.sub continuous_const (hv i)) (m i))
    ?m.137
has type
  Continuous (?m.137 • fun a => ∑ i ∈ ?m.103, (m i • ((fun x => ?m.128 i) - fun R => R *ᵥ x i)) a)
but is expected to have type
  Continuous fun R => bestShift m x y R
```

As a diff, the version that Lean accepts:

```diff
@@ -88,13 +88,17 @@
   have hv : ∀ i, Continuous fun R : Matrix (Fin d) (Fin d) ℝ => R *ᵥ x i :=
     fun i => continuous_id.matrix_mulVec continuous_const
-  have hb : Continuous fun R => bestShift m x y R :=
-    (continuous_finset_sum _ fun i _ =>
-      (continuous_const.sub (hv i)).const_smul (m i)).const_smul _
-  have hs : Continuous fun v : Fin d → ℝ => sqLength v := by
-    unfold sqLength
-    fun_prop
-  have hf : Continuous fun R => misfit m x y R (bestShift m x y R) :=
-    continuous_finset_sum _ fun i _ =>
-      continuous_const.mul (hs.comp (((hv i).add hb).sub continuous_const))
+  have hV : Continuous fun (R : Matrix (Fin d) (Fin d) ℝ) (i : ι) => R *ᵥ x i :=
+    continuous_pi hv
+  -- the shift is continuous in the rotated positions, the misfit in positions and shift
+  have hF : Continuous fun v : ι → Fin d → ℝ =>
+      (∑ i, m i)⁻¹ • ∑ i, m i • (y i - v i) := by fun_prop
+  have hG : Continuous fun p : (ι → Fin d → ℝ) × (Fin d → ℝ) =>
+      ∑ i, m i * ∑ k, (p.1 i k + p.2 k - y i k) ^ 2 := by fun_prop
+  have hb : Continuous fun R => bestShift m x y R := by
+    have h := hF.comp hV
+    exact h
+  have hf : Continuous fun R => misfit m x y R (bestShift m x y R) := by
+    have h := hG.comp (hV.prodMk hb)
+    exact h
   obtain ⟨R, hR, hmin⟩ := isCompact_rotations.exists_isMinOn
     ⟨1, by simp [rotations]⟩ hf.continuousOn
```

Diagnosis. The error is in `hb`, the claim that the centroid-matching shift depends continuously on the matrix `R`. `Continuous.const_smul` gives continuity of a scalar times a function, and here the scalar, the index set of the sum and the constant term were still placeholders. The goal names only `bestShift`, which hides the formula. Lean did not match the two, though the intended formula is the same.

The repair writes the formula out in `hF`, where `fun_prop` proves it continuous, and composes it with `hV`, the continuity of the rotated positions. The result `h` has no placeholders left, so `exact h` only has to check that it agrees with `bestShift` once definitions are unfolded.

The messages report no error in `hf`, and Lean seems not to have reached it: it uses the deprecated `continuous_finset_sum` too, yet drew no warning. The repair rebuilds it in the same way through `hG`, which makes `hs` unnecessary. The deprecation warning did not cause the failure, and it goes away because the old name is no longer used.
